# Under uniform scaling, the reduced density gradient and reduced Pauli density at x take their original values at gx

Let φ_i be finitely many real orbitals on ℝ³, with density n and kinetic energy density τ. For g > 0, replace each φ_i(x) by g^(3/2) φ_i(gx). If the orbitals are differentiable at gx and n(gx) > 0, then the new density is positive at x, and the two ratios

|∇n| / n^(4/3)  and  (τ − |∇n|²/(8n)) / n^(5/3)

have at x the values that the original orbitals gave at gx. Two further theorems show when the exponents 4/3 and 5/3 are forced, and a third shows that a semilocal energy ∫ n^(4/3) F d³x, with F a function of these two ratios, is multiplied by g if the orbitals are differentiable everywhere and the integrand is integrable.

## Finitely many real orbitals

```lean
import Mathlib

open MeasureTheory

namespace UniformCoordinateScaling

noncomputable section

/-- Three-dimensional Euclidean space. -/
abbrev Space := EuclideanSpace ℝ (Fin 3)
```

The index type `ι` labels the occupied orbitals, and `Fintype ι` says that there are finitely many. A doubly occupied orbital appears under two labels. Neither normalisation nor orthogonality is assumed. The prefactor g^(3/2) is the one that preserves the norm of a square-integrable orbital: g > 1 compresses it, g < 1 spreads it out.

```lean
variable {ι : Type*} [Fintype ι]

/-- The uniformly scaled orbitals `g^(3/2) φ(g x)`. -/
def scaled (g : ℝ) (φ : ι → Space → ℝ) : ι → Space → ℝ :=
  fun i x => g ^ (3 / 2 : ℝ) * φ i (g • x)
```

The density and kinetic energy density, in atomic units, are

n(x) = Σ_i φ_i(x)²

τ(x) = ½ Σ_i |∇φ_i(x)|².

```lean
/-- The density `n`, the sum of the squared orbitals. -/
def density (φ : ι → Space → ℝ) (x : Space) : ℝ := ∑ i, φ i x ^ 2

/-- The kinetic energy density `τ`, half the sum of the squared orbital gradients. -/
def kineticDensity (φ : ι → Space → ℝ) (x : Space) : ℝ :=
  (1 / 2) * ∑ i, ‖gradient (φ i) x‖ ^ 2
```

The Pauli density is what remains of τ after subtracting the von Weizsäcker term |∇n|²/(8n). The two ratios omit the constant prefactors that usually accompany them in density functionals; constants do not affect the invariance.

```lean
/-- The Pauli kinetic energy density `τ - |∇n|² / (8 n)`. -/
def pauliDensity (φ : ι → Space → ℝ) (x : Space) : ℝ :=
  kineticDensity φ x - ‖gradient (density φ) x‖ ^ 2 / (8 * density φ x)

/-- The reduced density gradient `|∇n| / n^(4/3)`, without numerical prefactor. -/
def reducedGradient (φ : ι → Space → ℝ) (x : Space) : ℝ :=
  ‖gradient (density φ) x‖ / density φ x ^ (4 / 3 : ℝ)

/-- The reduced Pauli density `(τ - |∇n|² / (8 n)) / n^(5/3)`, without numerical prefactor. -/
def reducedPauli (φ : ι → Space → ℝ) (x : Space) : ℝ :=
  pauliDensity φ x / density φ x ^ (5 / 3 : ℝ)
```

The last definition multiplies n^(4/3) by an enhancement factor F, an arbitrary real function of the two ratios.

```lean
/-- The semilocal energy density `n^(4/3) F`, where the enhancement factor `F` depends on the
reduced gradient and the reduced Pauli density. -/
def energyDensity (F : ℝ → ℝ → ℝ) (φ : ι → Space → ℝ) (x : Space) : ℝ :=
  density φ x ^ (4 / 3 : ℝ) * F (reducedGradient φ x) (reducedPauli φ x)
```

Finiteness ensures that the density is differentiable wherever all the orbitals are. With infinitely many orbitals, this would need convergence assumptions. Complex orbitals and separate spin densities are not covered.

The statement could also have been modelled without orbitals, by taking n and τ as two independent functions that transform as g³n(gx) and g⁵τ(gx). Differentiability of n would then be enough, but the factor g⁵ would be an assumption, whereas here it is derived.

## Differentiability at gx

Physically, this hypothesis says that the orbitals have no cusp at the point considered. An exact orbital in a Coulomb potential can have one at a nucleus, and the pointwise result then covers only those x for which gx is not at the cusp. By hand, the hypothesis enters through the chain rule:

∇[c f(gx)] = c g (∇f)(gx).

Without it, the gradients in the two ratios need not exist.

```lean
/-- The gradient of `c f(g x)` is `c g` times the gradient of `f` at `g x`. -/
theorem gradient_dilation {f : Space → ℝ} {g : ℝ} {x : Space}
    (hf : DifferentiableAt ℝ f (g • x)) (c : ℝ) :
    gradient (fun y => c * f (g • y)) x = (c * g) • gradient f (g • x) := by
  have hs : HasFDerivAt (fun y : Space => g • y) (g • ContinuousLinearMap.id ℝ Space) x :=
    (g • ContinuousLinearMap.id ℝ Space).hasFDerivAt
  have h := hf.hasGradientAt.hasFDerivAt
  apply HasGradientAt.gradient
  rw [hasGradientAt_iff_hasFDerivAt]
  -- the chain rule, read through the inner product
  refine HasFDerivAt.congr_fderiv ((h.comp x hs).const_mul c) ?_
  refine ContinuousLinearMap.ext fun v => ?_
  simp [mul_assoc]
```

The proof composes the derivative of f with that of y ↦ gy, multiplies by c, and checks that the resulting linear map is the inner product with the claimed gradient.

## A positive scale factor g

The hypothesis `0 < g` makes the scaling a genuine dilation and g^(3/2) an ordinary positive number. At g = 0 every scaled orbital would vanish, and the new density could not be positive. By hand, positivity permits the power laws

(g^(3/2))² = g³,  (g³)^p = g^(3p).

```lean
private theorem sq_prefactor {g : ℝ} (hg : 0 < g) : (g ^ (3 / 2 : ℝ)) ^ 2 = g ^ 3 := by
  rw [← Real.rpow_natCast, ← Real.rpow_mul hg.le, ← Real.rpow_natCast]
  norm_num

private theorem cube_rpow {g : ℝ} (hg : 0 < g) (p : ℝ) : (g ^ 3) ^ p = g ^ (3 * p) := by
  rw [Real.rpow_mul hg.le]
  norm_num

private theorem density_nonneg (φ : ι → Space → ℝ) (x : Space) : 0 ≤ density φ x :=
  Finset.sum_nonneg fun i _ => sq_nonneg (φ i x)
```

Squaring and summing the scaled orbitals gives their density, written n_g:

n_g(x) = Σ_i g³ φ_i(gx)² = g³ n(gx).

```lean
/-- The density of the scaled orbitals is `g³ n(g x)`. -/
theorem density_scaled {g : ℝ} (hg : 0 < g) (φ : ι → Space → ℝ) (x : Space) :
    density (scaled g φ) x = g ^ 3 * density φ (g • x) := by
  simp only [density, scaled, mul_pow, sq_prefactor hg, ← Finset.mul_sum]
```

The chain rule, applied to n_g with c = g³ and to each orbital with c = g^(3/2), gives

|∇n_g(x)| = g³ · g |∇n(gx)| = g⁴ |∇n(gx)|

τ_g(x) = ½ Σ_i (g^(5/2))² |∇φ_i(gx)|² = g⁵ τ(gx).

Here and below, ∇n(gx) means the gradient of n evaluated at gx. The von Weizsäcker term scales in the same way as τ:

|∇n_g(x)|² / (8 n_g(x)) = g⁸ |∇n(gx)|² / (8 g³ n(gx)) = g⁵ |∇n(gx)|² / (8 n(gx)).

The difference, the Pauli density, therefore acquires g⁵ as well.

```lean
/-- Under scaling the norm of the density gradient acquires the factor `g⁴`, and the Pauli
density the factor `g⁵`. -/
theorem gradient_and_pauli_scaled {g : ℝ} (hg : 0 < g) {φ : ι → Space → ℝ} {x : Space}
    (hφ : ∀ i, DifferentiableAt ℝ (φ i) (g • x)) :
    ‖gradient (density (scaled g φ)) x‖ = g ^ 4 * ‖gradient (density φ) (g • x)‖ ∧
      pauliDensity (scaled g φ) x = g ^ 5 * pauliDensity φ (g • x) := by
  have hn : DifferentiableAt ℝ (density φ) (g • x) := by
    change DifferentiableAt ℝ (fun y => ∑ i, φ i y ^ 2) (g • x)
    exact DifferentiableAt.fun_sum fun i _ => (hφ i).pow 2
  have hG : ‖gradient (density (scaled g φ)) x‖ =
      g ^ 4 * ‖gradient (density φ) (g • x)‖ := by
    rw [show density (scaled g φ) = fun y => g ^ 3 * density φ (g • y) from
      funext (density_scaled hg φ), gradient_dilation hn, norm_smul, Real.norm_eq_abs,
      abs_of_pos (by positivity)]
    ring
  -- each orbital gradient acquires the factor g^(3/2) g
  have hi : ∀ i, gradient (scaled g φ i) x =
      (g ^ (3 / 2 : ℝ) * g) • gradient (φ i) (g • x) :=
    fun i => gradient_dilation (hφ i) _
  have hT : kineticDensity (scaled g φ) x = g ^ 5 * kineticDensity φ (g • x) := by
    simp only [kineticDensity, hi, norm_smul, Real.norm_eq_abs, mul_pow, sq_abs,
      sq_prefactor hg, ← Finset.mul_sum]
    ring
  refine ⟨hG, ?_⟩
  have hW (G n : ℝ) : (g ^ 4 * G) ^ 2 / (8 * (g ^ 3 * n)) = g ^ 5 * (G ^ 2 / (8 * n)) := by
    rw [show (g ^ 4 * G) ^ 2 = g ^ 3 * (g ^ 5 * G ^ 2) by ring,
      show 8 * (g ^ 3 * n) = g ^ 3 * (8 * n) by ring,
      mul_div_mul_left _ _ (pow_ne_zero 3 hg.ne'), mul_div_assoc]
  unfold pauliDensity
  rw [hT, hG, density_scaled hg, hW, mul_sub]
```

In this proof, `hn` derives differentiability of the density from that of the orbitals, `hG` and `hT` are the two displayed scalings, and `hW` cancels g³ in the von Weizsäcker term.

If a numerator A acquires g^k, division by the scaled density to the power p gives

g^k A / (g³n)^p = g^(k−3p) A / n^p.

```lean
/-- If a quantity `A` acquires the factor `g^k` and the density `n` the factor `g³`, then
`A / n^p` acquires the factor `g^(k - 3p)`. -/
theorem ratio_scaling {g n : ℝ} (hg : 0 < g) (hn : 0 ≤ n) (A : ℝ) (k : ℕ) (p : ℝ) :
    g ^ k * A / (g ^ 3 * n) ^ p = g ^ ((k : ℝ) - 3 * p) * (A / n ^ p) := by
  rw [Real.mul_rpow (by positivity) hn, cube_rpow hg, Real.rpow_sub hg, Real.rpow_natCast,
    mul_div_mul_comm]
```

For the density gradient, k = 4 and p = 4/3; for the Pauli density, k = 5 and p = 5/3. Both exponents k − 3p are zero, so both ratios keep their values.

```lean
private theorem ratios_scaled {g : ℝ} (hg : 0 < g) {φ : ι → Space → ℝ} {x : Space}
    (hφ : ∀ i, DifferentiableAt ℝ (φ i) (g • x)) :
    reducedGradient (scaled g φ) x = reducedGradient φ (g • x) ∧
      reducedPauli (scaled g φ) x = reducedPauli φ (g • x) := by
  obtain ⟨hG, hP⟩ := gradient_and_pauli_scaled hg hφ
  have h4 : ((4 : ℕ) : ℝ) - 3 * (4 / 3) = 0 := by norm_num
  have h5 : ((5 : ℕ) : ℝ) - 3 * (5 / 3) = 0 := by norm_num
  constructor
  · unfold reducedGradient
    rw [hG, density_scaled hg, ratio_scaling hg (density_nonneg _ _), h4, Real.rpow_zero,
      one_mul]
  · unfold reducedPauli
    rw [hP, density_scaled hg, ratio_scaling hg (density_nonneg _ _), h5, Real.rpow_zero,
      one_mul]
```

## Positive density at gx

The condition n(gx) > 0 says that at least one orbital is nonzero at gx. By hand, it is needed before anything is divided by n. It also gives n_g(x) = g³n(gx) > 0, so the ratios are meaningful on both sides.

```lean
/-- Where the density at `g x` is positive, the scaled density at `x` is positive too, and the
reduced gradient and reduced Pauli density at `x` equal their original values at `g x`. -/
theorem reduced_variables_scaled {g : ℝ} (hg : 0 < g) {φ : ι → Space → ℝ} {x : Space}
    (hφ : ∀ i, DifferentiableAt ℝ (φ i) (g • x)) (hn : 0 < density φ (g • x)) :
    0 < density (scaled g φ) x ∧
      reducedGradient (scaled g φ) x = reducedGradient φ (g • x) ∧
      reducedPauli (scaled g φ) x = reducedPauli φ (g • x) := by
  refine ⟨?_, ratios_scaled hg hφ⟩
  rw [density_scaled hg]
  positivity
```

In the proof, the hypothesis `hn` serves only this first conclusion. The preceding lemma manages with n ≥ 0 because Lean sets division by zero to zero; at a point of zero density, its equalities carry no physical information.

## A nontrivial scaling and a nonzero numerator

The exponents are forced under two extra conditions: g ≠ 1, and a numerator that does not vanish at gx. If A / n^p is nonzero and keeps its value, then

g^(k−3p) = 1, hence (k − 3p) ln g = 0, hence p = k/3.

The first step cancels A / n^p, which requires A ≠ 0 and n > 0. The last divides by ln g, which requires g ≠ 1. The lemma follows the same route, cancelling with `mul_right_cancel₀` and then taking logarithms.

```lean
private theorem ratio_invariant_iff {g n A : ℝ} (hg : 0 < g) (hg1 : g ≠ 1) (hn : 0 < n)
    (hA : A ≠ 0) (k : ℕ) (p : ℝ) :
    g ^ k * A / (g ^ 3 * n) ^ p = A / n ^ p ↔ 3 * p = k := by
  rw [ratio_scaling hg hn.le]
  have hB : A / n ^ p ≠ 0 := div_ne_zero hA (Real.rpow_pos_of_pos hn p).ne'
  constructor
  · intro h
    have h1 : g ^ ((k : ℝ) - 3 * p) = 1 := mul_right_cancel₀ hB (h.trans (one_mul _).symm)
    -- taking logarithms isolates the exponent
    have h2 := congrArg Real.log h1
    rw [Real.log_rpow hg, Real.log_one] at h2
    have h3 := (mul_eq_zero.mp h2).resolve_right (Real.log_ne_zero_of_pos_of_ne_one hg hg1)
    linarith
  · intro h
    rw [h, sub_self, Real.rpow_zero, one_mul]
```

With k = 4 and k = 5, this gives one theorem for each ratio.

```lean
/-- For `g ≠ 1` and a nonzero density gradient, `|∇n| / n^p` keeps its value under scaling
exactly when `p = 4/3`. -/
theorem gradient_exponent_unique {g : ℝ} (hg : 0 < g) (hg1 : g ≠ 1) {φ : ι → Space → ℝ}
    {x : Space} (hφ : ∀ i, DifferentiableAt ℝ (φ i) (g • x)) (hn : 0 < density φ (g • x))
    (hG : gradient (density φ) (g • x) ≠ 0) (p : ℝ) :
    ‖gradient (density (scaled g φ)) x‖ / density (scaled g φ) x ^ p =
      ‖gradient (density φ) (g • x)‖ / density φ (g • x) ^ p ↔ p = 4 / 3 := by
  rw [(gradient_and_pauli_scaled hg hφ).1, density_scaled hg,
    ratio_invariant_iff hg hg1 hn (norm_ne_zero_iff.mpr hG)]
  push_cast
  constructor <;> intro h <;> linarith

/-- For `g ≠ 1` and a nonzero Pauli density, its ratio to `n^p` keeps its value under scaling
exactly when `p = 5/3`. -/
theorem pauli_exponent_unique {g : ℝ} (hg : 0 < g) (hg1 : g ≠ 1) {φ : ι → Space → ℝ}
    {x : Space} (hφ : ∀ i, DifferentiableAt ℝ (φ i) (g • x)) (hn : 0 < density φ (g • x))
    (hP : pauliDensity φ (g • x) ≠ 0) (p : ℝ) :
    pauliDensity (scaled g φ) x / density (scaled g φ) x ^ p =
      pauliDensity φ (g • x) / density φ (g • x) ^ p ↔ p = 5 / 3 := by
  rw [(gradient_and_pauli_scaled hg hφ).2, density_scaled hg,
    ratio_invariant_iff hg hg1 hn hP]
  push_cast
  constructor <;> intro h <;> linarith
```

At g = 1 nothing changes, and every p works. Every p also works when the numerator is zero. For the density gradient this happens at a stationary point of n. For the Pauli density it happens with a single orbital φ wherever φ ≠ 0: there ∇n = 2φ∇φ, so |∇n|²/(8n) = ½|∇φ|² = τ.

## An integrable energy density

The energy theorem concerns

E = ∫ n^(4/3) F d³x,

where F is evaluated at the two ratios. It assumes that the integrand is integrable, which gives the model a well-defined finite energy, and that the orbitals are differentiable everywhere. The latter admits Gaussian orbitals but excludes orbitals with nuclear cusps. Positive density is not required: where n = 0 the two ratios are undefined by hand, and the integrand is taken to be zero, which is the value Lean's definition gives it.

By hand, where n(gx) > 0, F at x takes its original value at gx, while n_g(x)^(4/3) = g⁴ n(gx)^(4/3). Where n(gx) = 0, the new integrand at x and the original one at gx are both zero. The integrand therefore acquires the factor g⁴ everywhere. The substitution y = gx, with d³x = g⁻³ d³y, then gives

E_g = g⁴ · g⁻³ E = g E.

```lean
/-- If the semilocal energy density `n^(4/3) F` is integrable, it remains so after scaling, and
its integral acquires the factor `g`. -/
theorem semilocal_energy_scaled {g : ℝ} (hg : 0 < g) {φ : ι → Space → ℝ}
    (hφ : ∀ i, Differentiable ℝ (φ i)) (F : ℝ → ℝ → ℝ)
    (hF : Integrable (energyDensity F φ)) :
    Integrable (energyDensity F (scaled g φ)) ∧
      ∫ x, energyDensity F (scaled g φ) x = g * ∫ x, energyDensity F φ x := by
  have h4 : (3 : ℝ) * (4 / 3) = ((4 : ℕ) : ℝ) := by norm_num
  -- pointwise, the energy density acquires the factor g⁴
  have h : energyDensity F (scaled g φ) = fun x => g ^ 4 * energyDensity F φ (g • x) := by
    funext x
    obtain ⟨hs, hp⟩ := ratios_scaled (x := x) hg fun i => (hφ i) (g • x)
    unfold energyDensity
    rw [hs, hp, density_scaled hg, Real.mul_rpow (by positivity) (density_nonneg _ _),
      cube_rpow hg, h4, Real.rpow_natCast, mul_assoc]
  rw [h]
  refine ⟨(hF.comp_smul hg.ne').const_mul _, ?_⟩
  -- the volume element gives back g⁻³
  rw [integral_const_mul, Measure.integral_comp_smul, finrank_euclideanSpace_fin,
    abs_of_pos (by positivity), smul_eq_mul]
  field_simp

end

end UniformCoordinateScaling
```

In the proof, `h` is the pointwise factor g⁴. Integrability passes to the scaled integrand through `comp_smul`, and `Measure.integral_comp_smul` supplies g⁻³. Without integrability, the substitution would have no finite energy to act on.

That the energy is multiplied by g under uniform scaling is an exact condition on the exchange energy in density functional theory. For finitely many real, everywhere differentiable orbitals, a semilocal approximation of this form satisfies it whatever the choice of F, provided that its energy density is integrable.

```lean
#print axioms UniformCoordinateScaling.reduced_variables_scaled
#print axioms UniformCoordinateScaling.gradient_exponent_unique
#print axioms UniformCoordinateScaling.pauli_exponent_unique
#print axioms UniformCoordinateScaling.semilocal_energy_scaled
```

```
'UniformCoordinateScaling.reduced_variables_scaled' depends on axioms: [propext, Classical.choice, Quot.sound]
'UniformCoordinateScaling.gradient_exponent_unique' depends on axioms: [propext, Classical.choice, Quot.sound]
'UniformCoordinateScaling.pauli_exponent_unique' depends on axioms: [propext, Classical.choice, Quot.sound]
'UniformCoordinateScaling.semilocal_energy_scaled' depends on axioms: [propext, Classical.choice, Quot.sound]
```
